# Bosonic Bogoliubov transformations of finitely many modes have determinant 1

A bosonic Bogoliubov transformation mixes annihilation and creation operators through complex square matrices `U` and `V`, which here satisfy `Uᴴ * U - Vᴴ * V = 1` and `Uᵀ * V = Vᵀ * U`. The theorem `det_nambu_eq_one` states that, for any finite number of modes, the block matrix `[[U, conj V], [V, conj U]]` then has determinant exactly 1. The proof first shows that `U` has nonzero determinant, since a nonzero vector `x` with `U x = 0` would have `‖x‖² = -‖V x‖²`. It then takes determinants in the identity `block_elimination`, where a block-triangular factor times the Bogoliubov matrix gives another block-triangular matrix, and cancels `det U`.

The first attempt, which Lean rejects:

```lean
import Mathlib

open Matrix
open scoped ComplexOrder

namespace DetNambuEqOne

variable {n : Type*} [Fintype n] [DecidableEq n]

/-- The Bogoliubov matrix `[[U, conj V], [V, conj U]]` acting on particle and hole
amplitudes. -/
def nambu (U V : Matrix n n ℂ) : Matrix (n ⊕ n) (n ⊕ n) ℂ :=
  fromBlocks U (V.map star) V (U.map star)

/-- The conditions on the amplitudes `U` and `V` of a bosonic Bogoliubov transformation:
`Uᴴ U - Vᴴ V = 1` and `Uᵀ V = Vᵀ U`. -/
structure IsBosonic (U V : Matrix n n ℂ) : Prop where
  norm : Uᴴ * U - Vᴴ * V = 1
  sym : Uᵀ * V = Vᵀ * U

/-- For bosonic amplitudes, a block-triangular matrix built from `Uᵀ` and `Vᵀ` eliminates
the lower left block of the Bogoliubov matrix and turns the lower right one into `1`. -/
theorem block_elimination {U V : Matrix n n ℂ} (h : IsBosonic U V) :
    fromBlocks 1 0 (-Vᵀ) Uᵀ * nambu U V = fromBlocks U (V.map star) 0 1 := by
  have h4 := congrArg Matrix.transpose h.norm
  rw [transpose_sub, transpose_mul, transpose_mul, transpose_one] at h4
  have h1 : -Vᵀ * V.map star + Uᵀ * U.map star = 1 := by
    rw [neg_mul, neg_add_eq_sub]
    exact h4
  have h2 : -Vᵀ * U + Uᵀ * V = 0 := by
    rw [h.sym, neg_mul, neg_add_cancel]
  rw [nambu, fromBlocks_multiply, h1, h2]
  simp only [one_mul, zero_mul, add_zero]

/-- Every bosonic Bogoliubov transformation, for any finite number of modes, has
determinant `1`. -/
theorem det_nambu_eq_one {U V : Matrix n n ℂ} (h : IsBosonic U V) :
    (nambu U V).det = 1 := by
  -- a null vector `x` of `U` would satisfy `‖x‖² = -‖V x‖²`
  have hU : U.det ≠ 0 := by
    intro h0
    obtain ⟨x, hx, hUx⟩ := Matrix.exists_mulVec_eq_zero_iff.mpr h0
    have e := congrArg (fun M : Matrix n n ℂ => M *ᵥ x) h.norm
    simp only [Matrix.sub_mulVec, ← Matrix.mulVec_mulVec, hUx, Matrix.mulVec_zero,
      zero_sub, Matrix.one_mulVec] at e
    have s : star x ⬝ᵥ x = -(star (V *ᵥ x) ⬝ᵥ (V *ᵥ x)) := by
      calc star x ⬝ᵥ x = star x ⬝ᵥ (-(Vᴴ *ᵥ (V *ᵥ x))) := by rw [e]
        _ = _ := by
          rw [dotProduct_neg, Matrix.star_mulVec, Matrix.dotProduct_mulVec (star x) Vᴴ]
    have hle : star x ⬝ᵥ x ≤ 0 := by
      rw [s]
      exact neg_nonpos.mpr (dotProduct_star_self_nonneg _)
    exact hx (dotProduct_star_self_eq_zero.mp
      (le_antisymm hle (dotProduct_star_self_nonneg x)))
  -- determinants of the block elimination: `det U * det W = det U`
  have d := congrArg Matrix.det (block_elimination h)
  rw [det_mul, det_fromBlocks_zero₁₂, det_fromBlocks_zero₂₁, det_one, det_one, one_mul,
    mul_one, det_transpose] at d
  exact mul_left_cancel₀ hU (by rw [mul_one]; exact d)

end DetNambuEqOne
```

The compiler's answer:

```
Main.lean:57:70: error: Tactic `rewrite` failed: Did not find an occurrence of the pattern
  det 1
in the target expression
  1 * Uᵀ.det * (nambu U V).det = U.det * 1

n : Type u_1
inst✝¹ : Fintype n
inst✝ : DecidableEq n
U V : Matrix n n ℂ
h : IsBosonic U V
hU : U.det ≠ 0
d : 1 * Uᵀ.det * (nambu U V).det = U.det * 1
⊢ (nambu U V).det = 1
```

What went wrong. The message says that a `rw` step looked for `det 1` in `d` and found none. The step is the second `det_one` in the list.

After the two block-triangular determinant lemmas, `d` contains the determinant of an identity block on each side, and the list has one `det_one` for each. But `rw` rewrites every occurrence of the pattern once its arguments are fixed. Both blocks are the same identity matrix, of type `Matrix n n ℂ`, so the first `det_one` turns both determinants into the number 1. The printed `d` shows this: it reads `1 * Uᵀ.det * (nambu U V).det = U.det * 1`. The second `det_one` has nothing left to rewrite, and `rw` treats that as an error.

The repair deletes the second `det_one`. The remaining steps, `one_mul`, `mul_one` and `det_transpose`, then bring `d` to `U.det * (nambu U V).det = U.det`, from which the last line cancels the nonzero `U.det`.

This version goes through:

```diff
@@ -55,5 +55,5 @@
   -- determinants of the block elimination: `det U * det W = det U`
   have d := congrArg Matrix.det (block_elimination h)
-  rw [det_mul, det_fromBlocks_zero₁₂, det_fromBlocks_zero₂₁, det_one, det_one, one_mul,
+  rw [det_mul, det_fromBlocks_zero₁₂, det_fromBlocks_zero₂₁, det_one, one_mul,
     mul_one, det_transpose] at d
   exact mul_left_cancel₀ hU (by rw [mul_one]; exact d)
```
